# The radial sinc kinetic matrix from exact second derivatives at the grid points

A kinetic matrix element is taken here to be the value of $-f_j''$ at a grid point, where $f_j$ is a basis function; no integral over basis functions is involved. The basis functions are built from the sinc function, whose formula $\sin(\pi x)/(\pi x)$ has no value at $x=0$. The diagonal element needs the second derivative at exactly that point, so the function is defined by cases, with value $1$ at the origin, and its first two derivatives there are proved to exist and are evaluated.

## Odd functions on a radial grid

For a particle in an s state of a central potential, the reduced radial function $u(r)=rR(r)$ vanishes at the origin. On a uniform grid $r_i=ih$ with spacing $h>0$ and $i=1,2,\dots$, basis functions that are odd in $r$ satisfy this condition automatically.

Let $s(x)=\sin(\pi x)/(\pi x)$ for $x\neq0$ and $s(0)=1$, with $x=r/h$. Subtracting the image centred at $-j$ from the sinc function centred at $j$ gives
$$f_j(x)=s(x-j)-s(x+j).$$

The second derivatives at the grid points give the kinetic matrix of a radial sinc discrete variable representation (DVR), here for one particle, zero angular momentum and a uniform grid. In physical units the matrix is multiplied by $\hbar^2/(2mh^2)$, where $m$ is the mass.

## What is stated

Write $t(n)$ for `lineKinetic n` and $T_{ij}$ for `radialKinetic i j`. The first index of $T_{ij}$ is the grid point, the second the basis function. For all integers $n$,
$$-s''(n)=t(n)=\begin{cases}\pi^2/3,&n=0,\\ 2(-1)^n/n^2,&n\neq0.\end{cases}$$
For all positive integers $i,j$, $f_j(i)=\delta_{ij}$ and
$$-f_j''(i)=T_{ij}=\begin{cases}\pi^2/3-\dfrac1{2i^2},&i=j,\\[2mm](-1)^{i-j}\left(\dfrac2{(i-j)^2}-\dfrac2{(i+j)^2}\right),&i\ne j.\end{cases}$$

In Lean, $s$ is `sincPi`, its first derivative is `slope`, and $f_j$ is `radial j`. Labels have type `ℤ`, positions type `ℝ`, and the grid spacing is 1. The theorem `radial_neg` gives oddness for every integer $j$ and real $x$, and `radial_cardinal` gives $f_j(i)=\delta_{ij}$.

The second derivative appears as `HasDerivAt (deriv (radial j)) (-radialKinetic i j) i`: the function $f_j'$ is differentiable at $i$, with derivative $-T_{ij}$. Since `deriv` returns zero where a function is not differentiable, it matters that `hasDerivAt_sincPi` establishes differentiability of $s$ at every real point; $f_j$ inherits it as a difference of two translates.

The statements concern individual basis functions. They contain no potential, no eigenvalue equation and no estimate of the error made by truncating the grid. For a finite sum $u(r)=\sum_j c_jf_j(r/h)$, linearity and the chain rule would give $u(ih)=c_i$ and $-h^2u''(ih)=\sum_jT_{ij}c_j$, a step that the file leaves to the reader.

## Derivatives of the sinc function

Put $y=\pi x$. Near the origin,
$$s(x)-1=\frac{\sin y-y}{y}=O(y^2),$$
so $s'(0)=0$. For $x\ne0$ the quotient rule gives
$$s'(x)=\frac{\cos(\pi x)}x-\frac{\sin(\pi x)}{\pi x^2}=\frac{y\cos y-\sin y}{\pi x^2}.$$
The numerator expands as
$$y\cos y-\sin y=\left(y-\frac{y^3}2\right)-\left(y-\frac{y^3}6\right)+O(y^5)=-\frac{y^3}3+O(y^5).$$
Dividing by $\pi x^2$ gives $s'(x)=-\pi^2x/3+O(x^3)$, and therefore $s''(0)=-\pi^2/3$.

Away from the origin, a second differentiation gives
$$s''(x)=-\frac{\pi\sin(\pi x)}x-\frac{2\cos(\pi x)}{x^2}+\frac{2\sin(\pi x)}{\pi x^3}.$$
At a nonzero integer $n$ the sines vanish and $\cos(\pi n)=(-1)^n$, which leaves $-s''(n)=2(-1)^n/n^2$.

## From the line to the radial matrix

The sinc function is even, so
$$f_j(-x)=s(x+j)-s(x-j)=-f_j(x).$$
It vanishes at nonzero integers. For positive $i,j$ we have $i+j\ne0$, hence $f_j(i)=s(i-j)=\delta_{ij}$.

Translation does not change derivatives, so
$$-f_j''(i)=t(i-j)-t(i+j).$$
If $i=j$, the right-hand side is $\pi^2/3-2/(2i)^2=\pi^2/3-1/(2i^2)$. If $i\ne j$, the numbers $i+j$ and $i-j$ differ by the even number $2j$, so $(-1)^{i+j}=(-1)^{i-j}$. Taking out this common sign gives the off-diagonal formula.

## The first two grid points

For $i,j\in\{1,2\}$ the matrix is
$$\begin{pmatrix}\pi^2/3-1/2&-16/9\\-16/9&\pi^2/3-1/8\end{pmatrix}\approx\begin{pmatrix}2.790&-1.778\\-1.778&3.165\end{pmatrix}.$$
The off-diagonal entry comes from $t(-1)-t(3)=-2+2/9=-16/9$. The image term lowers the diagonal most strongly at the point nearest the origin.

## Why the labels are positive

Suppose that $j$ could be negative, and take $i=1$, $j=-1$. Then
$$f_{-1}(1)=s(2)-s(0)=-1,$$
whereas the cardinal formula would give $0$, because the labels differ. The functions $f_{-1}$ and $f_1$ are the same up to sign, so negative labels add nothing to the basis. The label $0$ is left out as well, since $f_0$ is identically zero. Allowing $i$ to be negative fails in the same way: $f_1(-1)=-1$.

## The Lean file

```lean
import Mathlib

open Real Topology Asymptotics

namespace RadialSincDVR

noncomputable section

/-- The sinc function `sin(πx)/(πx)`, with value `1` at the origin. -/
def sincPi (x : ℝ) : ℝ := if x = 0 then 1 else sin (π * x) / (π * x)

/-- The slope `cos(πx)/x - sin(πx)/(πx²)` of the sinc function, with value `0` at the origin. -/
def slope (x : ℝ) : ℝ := if x = 0 then 0 else cos (π * x) / x - sin (π * x) / (π * x ^ 2)

/-- Kinetic element of the sinc basis on the full line, for two grid points `n` steps apart. -/
def lineKinetic (n : ℤ) : ℝ := if n = 0 then π ^ 2 / 3 else 2 * (-1) ^ n / (n : ℝ) ^ 2

/-- The radial basis function `s(x - j) - s(x + j)`. -/
def radial (j : ℤ) (x : ℝ) : ℝ := sincPi (x - j) - sincPi (x + j)

/-- The radial kinetic matrix in units of `ħ²/(2mh²)`, where `h` is the grid spacing, for positive
`i` and `j`. -/
def radialKinetic (i j : ℤ) : ℝ :=
  if i = j then π ^ 2 / 3 - 1 / (2 * (i : ℝ) ^ 2)
  else (-1) ^ (i - j) * (2 / ((i : ℝ) - j) ^ 2 - 2 / ((i : ℝ) + j) ^ 2)


/-- A function that deviates from a straight line by at most `C x²` whenever `|πx| ≤ 1` has the
slope of that line at the origin. -/
theorem hasDerivAt_of_quadratic {f : ℝ → ℝ} {a C : ℝ}
    (hf : ∀ x, |π * x| ≤ 1 → |f x - f 0 - a * x| ≤ C * x ^ 2) : HasDerivAt f a 0 := by
  rw [hasDerivAt_iff_isLittleO_nhds_zero]
  have hc : ∀ᶠ x : ℝ in 𝓝 0, |π * x| < 1 := by
    have h1 : Continuous (fun x : ℝ => |π * x|) := by fun_prop
    exact h1.continuousAt.eventually_lt continuousAt_const (by simp)
  have hO : (fun x : ℝ => f (0 + x) - f 0 - x • a) =O[𝓝 0] (fun x : ℝ => x ^ 2) := by
    refine IsBigO.of_bound C ?_
    filter_upwards [hc] with x hx
    rw [Real.norm_eq_abs, Real.norm_eq_abs, abs_of_nonneg (sq_nonneg x), zero_add,
      smul_eq_mul, mul_comm x a]
    exact hf x hx.le
  exact hO.trans_isLittleO (isLittleO_pow_id one_lt_two)

/-- The sinc function is differentiable everywhere, with derivative `slope`. -/
theorem hasDerivAt_sincPi (x : ℝ) : HasDerivAt sincPi (slope x) x := by
  rcases eq_or_ne x 0 with rfl | hx
  · -- at the origin: `sin y = y + O(y³)`
    rw [slope, if_pos rfl]
    refine hasDerivAt_of_quadratic (C := π ^ 2) fun x hx => ?_
    rcases eq_or_ne x 0 with rfl | h0
    · simp
    have hy : π * x ≠ 0 := mul_ne_zero pi_ne_zero h0
    have h5 : |π * x| ^ 5 ≤ |π * x| ^ 3 :=
      pow_le_pow_of_le_one (abs_nonneg _) hx (by norm_num)
    have hb := abs_le.mp (sin_bound hx)
    have h3 := abs_le.mp (abs_pow (π * x) 3).le
    have hp : 0 ≤ |π * x| ^ 3 := by positivity
    have e : sincPi x - sincPi 0 - 0 * x = (sin (π * x) - π * x) / (π * x) := by
      rw [sincPi, sincPi, if_neg h0, if_pos rfl, sub_div, div_self hy]
      ring
    have e2 : π ^ 2 * x ^ 2 * |π * x| = |π * x| ^ 3 := by
      rw [← mul_pow, ← sq_abs (π * x)]
      ring
    rw [e, abs_div, div_le_iff₀ (abs_pos.mpr hy), e2, abs_le]
    constructor <;> linarith [hb.1, hb.2, h3.1, h3.2]
  · -- elsewhere: the quotient rule
    have hl : HasDerivAt (fun y : ℝ => π * y) π x := by
      simpa using (hasDerivAt_id' x).const_mul π
    have he : sincPi =ᶠ[𝓝 x] fun y => sin (π * y) / (π * y) := by
      filter_upwards [isOpen_ne.mem_nhds hx] with y hy
      exact if_neg hy
    refine ((hl.sin.fun_div hl (mul_ne_zero pi_ne_zero hx)).congr_of_eventuallyEq
      he).congr_deriv ?_
    rw [slope, if_neg hx]
    field_simp

/-- At every integer `n` the sinc function satisfies `-s''(n) = lineKinetic n`: this is `π²/3`
for `n = 0` and `2(-1)ⁿ/n²` otherwise. -/
theorem hasDerivAt_deriv_sincPi (n : ℤ) : HasDerivAt (deriv sincPi) (-lineKinetic n) n := by
  rw [show deriv sincPi = slope from funext fun x => (hasDerivAt_sincPi x).deriv]
  rcases eq_or_ne n 0 with rfl | hn
  · -- at the origin: `y cos y - sin y = -y³/3 + O(y⁴)`
    rw [lineKinetic, if_pos rfl, Int.cast_zero]
    refine hasDerivAt_of_quadratic (C := π ^ 3) fun x hx => ?_
    rcases eq_or_ne x 0 with rfl | h0
    · simp
    have hp : 0 < π * x ^ 2 := by positivity
    have hb := abs_le.mp (sin_bound hx)
    have hc : |π * x * (cos (π * x) - (1 - (π * x) ^ 2 / 2))| ≤ 1 * (|π * x| ^ 4 * (5 / 96)) := by
      rw [abs_mul]
      exact mul_le_mul hx (cos_bound hx) (abs_nonneg _) zero_le_one
    have hc' := abs_le.mp hc
    have h4 : 0 ≤ |π * x| ^ 4 := by positivity
    have h5 : |π * x| ^ 5 ≤ |π * x| ^ 4 :=
      pow_le_pow_of_le_one (abs_nonneg _) hx (by norm_num)
    have e : slope x - slope 0 - -(π ^ 2 / 3) * x =
        (π * x * cos (π * x) - sin (π * x) + (π * x) ^ 3 / 3) / (π * x ^ 2) := by
      rw [slope, slope, if_neg h0, if_pos rfl]
      field_simp
      ring
    have e2 : π ^ 3 * x ^ 2 * (π * x ^ 2) = |π * x| ^ 4 := by
      rw [← abs_pow, abs_of_nonneg (by positivity : (0 : ℝ) ≤ (π * x) ^ 4)]
      ring
    rw [e, abs_div, abs_of_pos hp, div_le_iff₀ hp, e2, abs_le]
    constructor <;> linarith [hb.1, hb.2, hc'.1, hc'.2]
  · have hx : (n : ℝ) ≠ 0 := Int.cast_ne_zero.mpr hn
    have hl : HasDerivAt (fun y : ℝ => π * y) π n := by
      simpa using (hasDerivAt_id' (n : ℝ)).const_mul π
    have hq : HasDerivAt (fun y : ℝ => π * y ^ 2) (π * (2 * n)) n := by
      simpa using (hasDerivAt_pow 2 (n : ℝ)).const_mul π
    have he : slope =ᶠ[𝓝 (n : ℝ)] fun y => cos (π * y) / y - sin (π * y) / (π * y ^ 2) := by
      filter_upwards [isOpen_ne.mem_nhds hx] with y hy
      exact if_neg hy
    refine (((hl.cos.fun_div (hasDerivAt_id' (n : ℝ)) hx).fun_sub (hl.sin.fun_div hq
      (mul_ne_zero pi_ne_zero (pow_ne_zero 2 hx)))).congr_of_eventuallyEq he).congr_deriv ?_
    -- at an integer the sine vanishes and the cosine is a sign
    rw [lineKinetic, if_neg hn, mul_comm π (n : ℝ), sin_int_mul_pi, cos_int_mul_pi]
    field_simp
    ring

/-- Each radial basis function is odd. -/
theorem radial_neg (j : ℤ) (x : ℝ) : radial j (-x) = -radial j x := by
  have hs : ∀ y, sincPi (-y) = sincPi y := fun y => by simp [sincPi]
  rw [radial, radial, show -x - (j : ℝ) = -(x + j) by ring,
    show -x + (j : ℝ) = -(x - j) by ring, hs, hs]
  ring

/-- For positive `j`, the radial function `j` is `1` at `j` and `0` at all other positive integers.
-/
theorem radial_cardinal {i j : ℤ} (hi : 0 < i) (hj : 0 < j) :
    radial j i = if i = j then 1 else 0 := by
  have hs : ∀ n : ℤ, n ≠ 0 → sincPi n = 0 := fun n hn => by
    rw [sincPi, if_neg (Int.cast_ne_zero.mpr hn), mul_comm π (n : ℝ), sin_int_mul_pi, zero_div]
  rw [radial, ← Int.cast_sub, ← Int.cast_add, hs (i + j) (by omega), sub_zero]
  by_cases hij : i = j
  · simp [hij, sincPi]
  · rw [if_neg hij, hs (i - j) (by omega)]

/-- For positive integers `i` and `j`, the radial functions satisfy `-f_j''(i) = radialKinetic i j`.
-/
theorem hasDerivAt_deriv_radial {i j : ℤ} (hi : 0 < i) (hj : 0 < j) :
    HasDerivAt (deriv (radial j)) (-radialKinetic i j) i := by
  have hd : deriv (radial j) = fun x => deriv sincPi (x - j) - deriv sincPi (x + j) := by
    funext x
    rw [(hasDerivAt_sincPi (x - j)).deriv, (hasDerivAt_sincPi (x + j)).deriv]
    exact (((hasDerivAt_sincPi (x - j)).comp_sub_const x (j : ℝ)).fun_sub
      ((hasDerivAt_sincPi (x + j)).comp_add_const x (j : ℝ))).deriv
  have h1 := hasDerivAt_deriv_sincPi (i - j)
  have h2 := hasDerivAt_deriv_sincPi (i + j)
  rw [Int.cast_sub] at h1
  rw [Int.cast_add] at h2
  rw [hd]
  refine ((h1.comp_sub_const (i : ℝ) (j : ℝ)).fun_sub
    (h2.comp_add_const (i : ℝ) (j : ℝ))).congr_deriv ?_
  -- the image point `-j` carries the same sign as `j`
  have hsgn : (-1 : ℝ) ^ (i + j) = (-1) ^ (i - j) := by
    rw [show i + j = (i - j) + (j + j) by ring, zpow_add₀ (by norm_num),
      Even.neg_one_zpow ⟨j, rfl⟩, mul_one]
  rw [lineKinetic, lineKinetic, radialKinetic, if_neg (show i + j ≠ 0 by omega), hsgn]
  by_cases hij : i = j
  · subst hij
    have h0 : (i : ℝ) ≠ 0 := Int.cast_ne_zero.mpr hi.ne'
    rw [if_pos (sub_self i), if_pos rfl, sub_self, zpow_zero, Int.cast_add, ← two_mul (i : ℝ)]
    field_simp
    ring
  · rw [if_neg (show i - j ≠ 0 by omega), if_neg hij, Int.cast_sub, Int.cast_add]
    ring


end

end RadialSincDVR
```

```lean
#print axioms RadialSincDVR.radial_neg
#print axioms RadialSincDVR.radial_cardinal
#print axioms RadialSincDVR.hasDerivAt_deriv_radial
```

```
'RadialSincDVR.radial_neg' depends on axioms: [propext, Classical.choice, Quot.sound]
'RadialSincDVR.radial_cardinal' depends on axioms: [propext, Classical.choice, Quot.sound]
'RadialSincDVR.hasDerivAt_deriv_radial' depends on axioms: [propext, Classical.choice, Quot.sound]
```

## How the proof follows the calculation

The lemma `hasDerivAt_of_quadratic` handles both derivatives at the origin. If $|f(x)-f(0)-ax|\le Cx^2$ whenever $|\pi x|\le1$, then the deviation from the line is $o(x)$, which is the definition of $f'(0)=a$. The proof restricts to a neighbourhood where the bound applies and uses $x^2=o(x)$.

In `hasDerivAt_sincPi`, the case $x=0$ applies this lemma with $a=0$ and $C=\pi^2$. Mathlib's `sin_bound` controls the Taylor remainder of the sine, and the identity `e` is the rewriting of $s(x)-1$ as $(\sin y-y)/y$. For $x\ne0$, `sincPi` agrees with the plain quotient in a neighbourhood of $x$, so the quotient rule applies.

The theorem `hasDerivAt_deriv_sincPi` first replaces `deriv sincPi` by `slope`. At the origin it uses the same lemma with $a=-\pi^2/3$ and $C=\pi^3$. Here `sin_bound` and `cos_bound` together give
$$\left|y\cos y-\sin y+\frac{y^3}3\right|\le y^4\qquad(|y|\le1),$$
which is weaker than the fifth-order remainder found above but sufficient. At nonzero integers the quotient rule is applied to both terms of `slope`, after which `sin_int_mul_pi` and `cos_int_mul_pi` evaluate the trigonometric functions.

The proofs of `radial_neg` and `radial_cardinal` use the evenness of $s$ and its zeros at nonzero integers, as in the derivation.

Finally, `hasDerivAt_deriv_radial` writes $f_j'$ as a difference of translated first derivatives (`hd`) and differentiates once more, using the sinc result at $i-j$ and $i+j$. The equality `hsgn` is the parity argument. The split on `i = j` then separates the diagonal from the off-diagonal elements, and `field_simp` and `ring` finish the algebra.
